# Logarithmic divergence of ln(1/(1 − x)) as x approaches the Fermi surface at x = 1 from below

The lemma says that ln(1/(1 − x)) tends to +∞ as the real variable x approaches 1 from below, the point x = 1 standing for the Fermi surface approached from inside. It is a statement about this one function only: no Hamiltonian, electron gas or interaction enters it. The proof first shows that 1 − x tends to 0 through positive values, using continuity for the limit and x < 1 for the sign. It then composes this with two known limits, that the inverse of a positive number tending to 0 grows without bound, and that the logarithm does so at infinity.

The first attempt, which Lean rejects:

```lean
import Mathlib

open Filter Topology

namespace TendstoFermiLog

noncomputable section

/-- The logarithm `ln (1/(1-x))` grows without bound as `x` approaches the Fermi surface from
inside. -/
theorem tendsto_fermiLog :
    Tendsto (fun x : ℝ => Real.log (1 / (1 - x))) (𝓝[<] 1) atTop := by
  have hcont : Continuous fun x : ℝ => 1 - x := by fun_prop
  have h : Tendsto (fun x : ℝ => 1 - x) (𝓝[<] 1) (𝓝[>] 0) := by
    refine tendsto_nhdsWithin_iff.mpr
      ⟨(hcont.tendsto' 1 0 (by norm_num)).mono_left nhdsWithin_le_nhds, ?_⟩
    filter_upwards [self_mem_nhdsWithin] with x hx
    exact sub_pos.mpr hx
  simp only [one_div]
  exact Real.tendsto_log_atTop.comp (tendsto_inv_nhdsGT_zero.comp h)

end

end TendstoFermiLog
```

Lean reports:

```
Main.lean:18:22: error: Application type mismatch: The argument
  hx
has type
  x ∈ Set.Iio 1
but is expected to have type
  ?m.144 < ?m.143
in the application
  sub_pos.mpr hx
```

What went wrong. The error lies in the sign step, where 1 − x must be shown positive. `sub_pos.mpr` expects a proof of an inequality, but `hx` is given as the membership `x ∈ Set.Iio 1`. By definition this means `x < 1`, but the two sides of the expected inequality were still unknown, as the placeholders `?m.144` and `?m.143` show, and Lean did not match the membership with it.

The repair writes both inequalities out. The line `have hx' : x < 1 := hx` is accepted because the target is now fully specified, so Lean has only to unfold the membership. The `show` line does the same for the goal, turning membership of `1 - x` in `Set.Ioi 0` into `0 < 1 - x`. `linarith` then derives this from `hx'`. Its replacing `sub_pos` is a matter of choice, since `sub_pos.mpr hx'` would also prove the restated goal.

As a diff, the version that Lean accepts:

```diff
@@ -16,5 +16,7 @@
       ⟨(hcont.tendsto' 1 0 (by norm_num)).mono_left nhdsWithin_le_nhds, ?_⟩
     filter_upwards [self_mem_nhdsWithin] with x hx
-    exact sub_pos.mpr hx
+    have hx' : x < 1 := hx
+    show (0 : ℝ) < 1 - x
+    linarith
   simp only [one_div]
   exact Real.tendsto_log_atTop.comp (tendsto_inv_nhdsGT_zero.comp h)
```
